# Equal positive correlation between frequency offsets of equal variance lowers the initial dephasing rate of a $k$-spin coherence of order $q$ exactly when $q^2<k$

Spins in a fluctuating or inhomogeneous field precess at uncertain frequencies, and a coherence shared by $k$ of them can decay when averaged over the ensemble. Let $x_i$, with $i=0,\dots,k-1$, be the angular-frequency offset of spin $i$, taken as constant during the evolution, and $e_i=\pm1$ the sign with which it enters the coherence. The order is $q=\sum_i e_i$, and the phase gathered per unit time is $\Phi=\sum_i e_i x_i$. Writing $E$ for the ensemble average, the coherence is $L(t)=E\,e^{it\Phi}$, normalised to $L(0)=1$.

The ensemble is a finite set `Ω` with weights `p`, and `mean` is $E$. Despite their names, `CorrelatedPhases` and `totalPhase` concern frequencies: the phase itself is $t\Phi$.

In Lean 4 with Mathlib:

```lean
import Mathlib

open Filter Topology

namespace CorrelatedDephasing

noncomputable section

variable {Ω Ω' : Type*} [Fintype Ω] [Fintype Ω'] {k : ℕ}

/-- The average of `f` over a finite ensemble with weights `p`. -/
def mean (p f : Ω → ℝ) : ℝ := ∑ ω, p ω * f ω

/-- Random frequency offsets `x i` of `k` spins on a finite probability space, with zero mean,
common variance `v` and pairwise covariance `c * v`. -/
structure CorrelatedPhases (p : Ω → ℝ) (x : Fin k → Ω → ℝ) (v c : ℝ) : Prop where
  nonneg : ∀ ω, 0 ≤ p ω
  total : ∑ ω, p ω = 1
  centered : ∀ i, mean p (x i) = 0
  variance : ∀ i, mean p (fun ω => x i ω * x i ω) = v
  covariance : ∀ i j, i ≠ j → mean p (fun ω => x i ω * x j ω) = c * v

/-- The coherence order `q`, the sum of the signs with which the spins enter. -/
def coherenceOrder (e : Fin k → ℝ) : ℝ := ∑ i, e i

/-- The phase that the coherence with signs `e` gathers per unit time. -/
def totalPhase (e : Fin k → ℝ) (x : Fin k → Ω → ℝ) (ω : Ω) : ℝ := ∑ i, e i * x i ω

/-- The ensemble-averaged coherence at time `t`, for phase `φ` per unit time. -/
def coherence (p φ : Ω → ℝ) (t : ℝ) : ℂ :=
  ∑ ω, (p ω : ℂ) * Complex.exp (((t * φ ω : ℝ) : ℂ) * Complex.I)
```

The dephasing rate $r$ is defined by $|L(t)|^2\approx 1-rt^2$ at short times. It has units of frequency squared, unlike the textbook $1/T_2$.

```lean
/-- The squared magnitude of the coherence starts to decay as `1 - r t²`: the ratio
`(1 - |L(t)|²) / t²` tends to `r` as `t` tends to zero through nonzero times. -/
def HasDephasingRate (p φ : Ω → ℝ) (r : ℝ) : Prop :=
  Tendsto (fun t : ℝ => (1 - ‖coherence p φ t‖ ^ 2) / t ^ 2) (𝓝[≠] 0) (𝓝 r)
```

## Equal variances, equal covariances and unit signs

Physically, all spins feel equally strong noise, every pair has the same correlation coefficient $c$, and every spin takes part in the coherence. With $E\,x_i^2=v$ and $E\,x_ix_j=cv$ for $i\ne j$,

$$E\,\Phi^2=v\sum_i e_i^2+cv\sum_{i\neq j}e_ie_j=vk+cv(q^2-k)=v\big((1-c)k+cq^2\big).$$

In the proof, `cov` puts both moments into one formula, `hs` supplies $e_i^2=1$, and the `calc` block expands the square, inserts the moments and sums.

```lean
/-- For signs `±1` with sum `q`, the phase per unit time of `k` equally correlated spins has mean
square `v ((1 - c) k + c q²)`. -/
theorem totalPhase_variance {p : Ω → ℝ} {x : Fin k → Ω → ℝ} {v c : ℝ}
    (h : CorrelatedPhases p x v c) {e : Fin k → ℝ} (he : ∀ i, e i = 1 ∨ e i = -1) :
    mean p (fun ω => totalPhase e x ω ^ 2) =
      v * ((1 - c) * k + c * coherenceOrder e ^ 2) := by
  have hs : ∀ i, e i * e i = 1 := by
    intro i
    rcases he i with h1 | h1 <;> rw [h1] <;> norm_num
  have cov : ∀ i j, mean p (fun ω => x i ω * x j ω) =
      c * v + if i = j then (1 - c) * v else 0 := by
    intro i j
    by_cases hij : i = j
    · subst hij
      rw [if_pos rfl, h.variance]
      ring
    · rw [if_neg hij, h.covariance i j hij, add_zero]
  calc mean p (fun ω => totalPhase e x ω ^ 2)
      = ∑ i, ∑ j, e i * e j * mean p (fun ω => x i ω * x j ω) := by
        -- expand the square and exchange the sums
        simp only [mean, totalPhase, sq, Finset.sum_mul_sum]
        simp only [Finset.mul_sum]
        rw [Finset.sum_comm]
        refine Finset.sum_congr rfl fun i _ => ?_
        rw [Finset.sum_comm]
        refine Finset.sum_congr rfl fun j _ => Finset.sum_congr rfl fun ω _ => ?_
        ring
    _ = ∑ i, ∑ j, (c * v * (e i * e j) +
          if i = j then (1 - c) * v * (e i * e j) else 0) := by
        refine Finset.sum_congr rfl fun i _ => Finset.sum_congr rfl fun j _ => ?_
        rw [cov]
        split_ifs <;> ring
    _ = v * ((1 - c) * k + c * coherenceOrder e ^ 2) := by
        simp only [Finset.sum_add_distrib, Finset.sum_ite_eq, Finset.mem_univ, if_true, hs,
          ← Finset.mul_sum, ← Finset.sum_mul]
        simp only [Finset.sum_const, Finset.card_univ, Fintype.card_fin, nsmul_eq_mul,
          coherenceOrder]
        ring
```

Without equal covariances, $q$ no longer decides. For signs $(+,+,-,-)$ with only spins 0 and 1 positively correlated, the variance exceeds $4v$ although $q=0$. Without unit signs, $e=(1,0)$ has $q^2<k$, yet its rate is $v$ for every $c$.

## Weights that sum to one

This is the normalisation of probability, which gives $L(0)=1$. Let $C=E\cos t\Phi$ and $S=E\sin t\Phi$. Then $|L|^2=C^2+S^2$, and

$$\frac{1-|L|^2}{t^2}=\frac{1-C}{t^2}(1+C)-\Big(\frac St\Big)^2 .$$

Since $1-\cos ta=2\sin^2(ta/2)$ and $\sin(ta)/t\to a$, the first fraction tends to $E\,\Phi^2/2$, while $1+C\to2$ and $S/t\to E\,\Phi$. The rate is therefore $E\,\Phi^2-(E\,\Phi)^2$. With weights summing to $1/2$, the ratio would diverge.

The sine limit is the derivative of $\sin(ta)$ at zero:

```lean
/-- At short times the sine of a phase `t a` grows linearly, with slope `a`. -/
theorem tendsto_sin_div (a : ℝ) :
    Tendsto (fun t : ℝ => Real.sin (t * a) / t) (𝓝[≠] 0) (𝓝 a) := by
  have h : HasDerivAt (fun t : ℝ => Real.sin (t * a)) a 0 := by
    simpa using (hasDerivAt_mul_const (x := (0 : ℝ)) a).sin
  simpa [div_eq_inv_mul] using h.tendsto_slope_zero
```

Next, `hcos` is the cosine limit, `hC` and `hS` average the limits, and `hlim` combines them; `hre` and `him` identify $C$ and $S$ as the real and imaginary parts of $L$.

```lean
/-- In any finite ensemble with weights summing to one, the initial dephasing rate is the variance
of the phase per unit time. -/
theorem dephasingRate_eq_variance {p : Ω → ℝ} (hp : ∑ ω, p ω = 1) (φ : Ω → ℝ) :
    HasDephasingRate p φ (mean p (fun ω => φ ω ^ 2) - mean p φ ^ 2) := by
  have hcos : ∀ a : ℝ,
      Tendsto (fun t : ℝ => (1 - Real.cos (t * a)) / t ^ 2) (𝓝[≠] 0) (𝓝 (a ^ 2 / 2)) := by
    intro a
    have e1 : (fun t : ℝ => (1 - Real.cos (t * a)) / t ^ 2) =
        fun t => 2 * (Real.sin (t * (a / 2)) / t) ^ 2 := by
      funext t
      have h1 : Real.cos (t * a) = 1 - 2 * Real.sin (t * (a / 2)) ^ 2 := by
        have h2 := Real.cos_two_mul (t * (a / 2))
        rw [show 2 * (t * (a / 2)) = t * a by ring] at h2
        linarith [Real.sin_sq_add_cos_sq (t * (a / 2))]
      rw [h1]
      ring
    rw [e1, show a ^ 2 / 2 = 2 * (a / 2) ^ 2 by ring]
    exact ((tendsto_sin_div (a / 2)).pow 2).const_mul 2
  -- averages of the elementary limits
  have hC := tendsto_finsetSum Finset.univ fun ω _ => (hcos (φ ω)).const_mul (p ω)
  have hS := tendsto_finsetSum Finset.univ fun ω _ => (tendsto_sin_div (φ ω)).const_mul (p ω)
  have hcont : Continuous (fun t : ℝ => 1 + ∑ ω, p ω * Real.cos (t * φ ω)) := by fun_prop
  have h2 := (hcont.tendsto 0).mono_left (nhdsWithin_le_nhds (s := {0}ᶜ))
  have hlim := (hC.mul h2).sub (hS.pow 2)
  have hval : (∑ ω, p ω * (φ ω ^ 2 / 2)) * (1 + ∑ ω, p ω * Real.cos (0 * φ ω)) -
      (∑ ω, p ω * φ ω) ^ 2 = mean p (fun ω => φ ω ^ 2) - mean p φ ^ 2 := by
    have h3 : ∑ ω, p ω * (φ ω ^ 2 / 2) = (∑ ω, p ω * φ ω ^ 2) / 2 := by
      rw [Finset.sum_div]
      exact Finset.sum_congr rfl fun ω _ => by ring
    simp only [zero_mul, Real.cos_zero, mul_one, hp, h3, mean]
    ring
  rw [hval] at hlim
  refine hlim.congr fun t => ?_
  -- the squared magnitude is the sum of the squared cosine and sine averages
  have hre : (coherence p φ t).re = ∑ ω, p ω * Real.cos (t * φ ω) := by
    simp only [coherence, Complex.re_sum, Complex.re_ofReal_mul, Complex.exp_ofReal_mul_I_re]
  have him : (coherence p φ t).im = ∑ ω, p ω * Real.sin (t * φ ω) := by
    simp only [coherence, Complex.im_sum, Complex.im_ofReal_mul, Complex.exp_ofReal_mul_I_im]
  have h4 : ∑ ω, p ω * ((1 - Real.cos (t * φ ω)) / t ^ 2) =
      (1 - ∑ ω, p ω * Real.cos (t * φ ω)) / t ^ 2 := by
    calc _ = (∑ ω, p ω - ∑ ω, p ω * Real.cos (t * φ ω)) / t ^ 2 := by
          rw [← Finset.sum_sub_distrib, Finset.sum_div]
          exact Finset.sum_congr rfl fun ω _ => by ring
      _ = _ := by rw [hp]
  have h5 : ∑ ω, p ω * (Real.sin (t * φ ω) / t) = (∑ ω, p ω * Real.sin (t * φ ω)) / t := by
    rw [Finset.sum_div]
    exact Finset.sum_congr rfl fun ω _ => by ring
  rw [Complex.sq_norm, Complex.normSq_apply, hre, him, h4, h5]
  ring
```

## Zero mean

Each offset is measured from that spin's own average frequency, so $E\,\Phi=\sum_i e_iE\,x_i=0$ (`h0`) and the rate equals $E\,\Phi^2$. Without centring, two spins with the certain offset 1 have second moments matching $v=c=1$. For $e=(1,1)$ the formula gives 4, but the coherence only rotates and its rate is 0.

```lean
/-- A coherence with signs `±1` and order `q` among `k` equally correlated spins has initial
dephasing rate `v ((1 - c) k + c q²)`. -/
theorem correlated_dephasingRate {p : Ω → ℝ} {x : Fin k → Ω → ℝ} {v c : ℝ}
    (h : CorrelatedPhases p x v c) {e : Fin k → ℝ} (he : ∀ i, e i = 1 ∨ e i = -1) :
    HasDephasingRate p (totalPhase e x)
      (v * ((1 - c) * k + c * coherenceOrder e ^ 2)) := by
  have h0 : mean p (totalPhase e x) = 0 := by
    simp only [mean, totalPhase, Finset.mul_sum]
    rw [Finset.sum_comm]
    refine Finset.sum_eq_zero fun i _ => ?_
    calc ∑ ω, p ω * (e i * x i ω) = e i * mean p (x i) := by
          rw [mean, Finset.mul_sum]
          exact Finset.sum_congr rfl fun ω _ => by ring
      _ = 0 := by rw [h.centered, mul_zero]
  have h1 := dephasingRate_eq_variance h.total (totalPhase e x)
  rw [h0, totalPhase_variance h he] at h1
  simpa using h1
```

## Positive variance and positive correlation

Here there is noise, and any two spins tend to shift together. The reference rate $r_0$ belongs to pairwise uncorrelated offsets of the same $v$, possibly on another ensemble `Ω'`. Subtracting,

$$r_0-r=vc\,(k-q^2),$$

which is `key`. As $vc>0$, the signs of both sides agree. If $v=0$ or $c=0$ the rates coincide; if $v>0$ and $c<0$ the inequality reverses.

`HasDephasingRate` is a relation, so `r` is initially any number satisfying it. Mathlib's `tendsto_nhds_unique` says that a function into a Hausdorff space, such as the real numbers, has at most one limit along a nontrivial filter, here `𝓝[≠] 0`, and so turns `hr` and `hr₀` into equations.

```lean
/-- For signs `±1`, common positive variance and equal positive correlation of all pairs, the
initial dephasing rate `r` is below the rate `r₀` of uncorrelated spins of equal variance exactly
when `q² < k`. -/
theorem correlation_slows_iff {p : Ω → ℝ} {p' : Ω' → ℝ} {x : Fin k → Ω → ℝ}
    {y : Fin k → Ω' → ℝ} {v c r r₀ : ℝ} (h : CorrelatedPhases p x v c)
    (h' : CorrelatedPhases p' y v 0) (hv : 0 < v) (hc : 0 < c)
    {e : Fin k → ℝ} (he : ∀ i, e i = 1 ∨ e i = -1)
    (hr : HasDephasingRate p (totalPhase e x) r)
    (hr₀ : HasDephasingRate p' (totalPhase e y) r₀) :
    r < r₀ ↔ coherenceOrder e ^ 2 < k := by
  have h1 := tendsto_nhds_unique hr (correlated_dephasingRate h he)
  have h2 := tendsto_nhds_unique hr₀ (correlated_dephasingRate h' he)
  have key : r₀ - r = v * c * (k - coherenceOrder e ^ 2) := by
    rw [h1, h2]
    ring
  have hvc : 0 < v * c := mul_pos hv hc
  constructor
  · intro hlt
    have h3 : 0 < v * c * (k - coherenceOrder e ^ 2) := by linarith
    linarith [(mul_pos_iff_of_pos_left hvc).1 h3]
  · intro hq
    have h3 := mul_pos hvc (sub_pos.2 hq)
    linarith
```

## Nonnegative weights under full correlation

For $c=1$ and $q=0$ the variance vanishes. A sum of nonnegative terms $p_\omega\Phi_\omega^2$ is zero only if each is, so $\Phi=0$ wherever the weight is nonzero, and $L(t)=1$ at all times. The proof takes this step in `hzero`; signed weights could cancel instead.

```lean
/-- Zero-quantum coherence with signs `±1` does not dephase at all when the offsets are fully
correlated with equal variances, `c = 1`. -/
theorem zeroQuantum_protected {p : Ω → ℝ} {x : Fin k → Ω → ℝ} {v : ℝ}
    (h : CorrelatedPhases p x v 1) {e : Fin k → ℝ} (he : ∀ i, e i = 1 ∨ e i = -1)
    (hq : coherenceOrder e = 0) (t : ℝ) : coherence p (totalPhase e x) t = 1 := by
  have hz : ∑ ω, p ω * totalPhase e x ω ^ 2 = 0 := by
    have h1 := totalPhase_variance h he
    rw [hq] at h1
    simpa [mean] using h1
  -- a vanishing mean square forces the phase to vanish wherever the weight does not
  have hzero := (Finset.sum_eq_zero_iff_of_nonneg
    (fun ω _ => mul_nonneg (h.nonneg ω) (sq_nonneg (totalPhase e x ω)))).1 hz
  have h2 : coherence p (totalPhase e x) t = ∑ ω, (p ω : ℂ) := by
    refine Finset.sum_congr rfl fun ω hω => ?_
    rcases mul_eq_zero.1 (hzero ω hω) with h3 | h3
    · simp [h3]
    · simp [pow_eq_zero_iff (two_ne_zero) |>.1 h3]
  rw [h2]
  exact_mod_cast h.total
```

In quantum mechanics, this means that a superposition of $|{\uparrow\downarrow}\rangle$ and $|{\downarrow\uparrow}\rangle$ survives a common frequency offset, in a model with static offsets and no other relaxation. That the offsets stay constant during the evolution is built into the definition of `coherence`, and for a real sample it needs separate justification.

## One spin and two

For $k=1$, $q^2=1=k$: there is no partner, and the rate is $v$. For $k=2$, the zero-quantum rate is $2v(1-c)$ and the double-quantum rate $2v(1+c)$. An explicit ensemble with $v=1$ realises every $c$ from $-1$ to $1$, including the uncorrelated reference.

```lean
/-- Two spins with offsets `±1` and weights `(1 ± c) / 4` for equal and opposite offsets
realise every correlation `c` between `-1` and `1`, with unit variance. -/
theorem correlatedPhases_witness {c : ℝ} (h1 : -1 ≤ c) (h2 : c ≤ 1) :
    CorrelatedPhases (![(1 + c) / 4, (1 - c) / 4, (1 - c) / 4, (1 + c) / 4] : Fin 4 → ℝ)
      (![![1, 1, -1, -1], ![1, -1, 1, -1]] : Fin 2 → Fin 4 → ℝ) 1 c where
  nonneg := by
    intro ω
    fin_cases ω <;> simp <;> linarith
  total := by
    simp [Fin.sum_univ_four]
    ring
  centered := by
    intro i
    fin_cases i <;> simp [mean, Fin.sum_univ_four]
  variance := by
    intro i
    fin_cases i <;> simp [mean, Fin.sum_univ_four] <;> ring
  covariance := by
    intro i j hij
    fin_cases i <;> fin_cases j <;> simp [mean, Fin.sum_univ_four] at hij ⊢ <;> ring

end

end CorrelatedDephasing
```

```lean
#print axioms CorrelatedDephasing.correlated_dephasingRate
-- 'CorrelatedDephasing.correlated_dephasingRate' depends on axioms: [propext, Classical.choice, Quot.sound]
#print axioms CorrelatedDephasing.correlation_slows_iff
-- 'CorrelatedDephasing.correlation_slows_iff' depends on axioms: [propext, Classical.choice, Quot.sound]
#print axioms CorrelatedDephasing.zeroQuantum_protected
-- 'CorrelatedDephasing.zeroQuantum_protected' depends on axioms: [propext, Classical.choice, Quot.sound]
```
